# Arithmetic and geometric mean dielectric constants differ at second order in weak anisotropy

A charged defect in a slightly anisotropic crystal is screened by a dielectric tensor, while a simple finite-size correction for its supercell takes a single dielectric constant. One candidate is the arithmetic mean of the principal constants. Here it is compared with another scalar, their geometric mean. This choice of reference has a physical basis: a volume-preserving rescaling of the coordinates turns the Coulomb problem in a homogeneous anisotropic medium into one in an isotropic medium whose constant is the geometric mean. The same rescaling also distorts the supercell, a point taken up below with the energy.

## Principal constants and their two means

Let the medium have \(n\ge 1\) principal axes, with \(n=3\) for a bulk crystal. In Lean the axes are the elements of a finite type `ι`, and \(n\) is `Fintype.card ι`.

```lean
import Mathlib

open Filter Topology

namespace WeakDielectricAnisotropy

noncomputable section

variable {ι : Type*} [Fintype ι]
```

The principal constants are

\[
\varepsilon_i(t)=e\,(1+t\,d_i),\qquad e>0,\qquad \sum_i d_i=0 .
\]

The letter \(e\) is the mean dielectric constant, neither the elementary charge nor Euler's number. The real numbers \(d_i\) give the pattern of the anisotropy and \(t\) its strength. The zero sum makes the pattern traceless, so that \(e\) carries the whole isotropic part. The definition holds only the formula; the conditions on \(e\) and \(d\) appear as hypotheses of the theorems.

```lean
/-- Principal dielectric constants `e (1 + t dᵢ)`: mean scale `e`, anisotropy pattern `d`,
anisotropy strength `t`. -/
def principal (e : ℝ) (d : ι → ℝ) (t : ℝ) (i : ι) : ℝ := e * (1 + t * d i)
```

The first candidate for a scalar constant is \(\varepsilon_A=\frac1n\sum_i\varepsilon_i\).

```lean
/-- Arithmetic mean of the dielectric constants over a nonempty set of principal axes. -/
def arithMean (ε : ι → ℝ) : ℝ := (∑ i, ε i) / (Fintype.card ι : ℝ)
```

The second is \(\varepsilon_G=\left(\prod_i\varepsilon_i\right)^{1/n}\), written with a real exponent.

```lean
/-- Geometric mean of positive dielectric constants over a nonempty set of principal axes. -/
def geomMean (ε : ι → ℝ) : ℝ := (∏ i, ε i) ^ (1 / (Fintype.card ι : ℝ))
```

The two are linked by the mean logarithm

\[
L(t)=\frac1n\sum_i\log(1+t\,d_i).
\]

```lean
/-- Mean over a nonempty set of axes of `log (1 + t dᵢ)`, for `1 + t dᵢ` positive. -/
def meanLog (d : ι → ℝ) (t : ℝ) : ℝ :=
  (∑ i, Real.log (1 + t * d i)) / (Fintype.card ι : ℝ)
```

## The logarithm to second order

Take one axis, with pattern value \(d\). For \(|x|<1/2\) the Taylor remainder obeys

\[
\left|\log(1+x)-x+\tfrac{x^2}{2}\right|\le\frac{|x|^3}{1-|x|}\le 2|x|^3 .
\]

Put \(x=td\) and divide by \(t^2\):

\[
\left|\frac{\log(1+td)-td}{t^2}+\frac{d^2}{2}\right|\le 2|d|^3|t|\longrightarrow 0 .
\]

In the proof, `bound` is the estimate by \(2|x|^3\), obtained from Mathlib's estimate for the logarithm series at \(-x\), and `squeeze_zero'` gives the limit in the second display. The filter `𝓝[≠] 0` says that \(t\) tends to 0 through nonzero values.

```lean
/-- Along one axis, the logarithm of `1 + t d` departs from `t d` by `-t² d² / 2` to
second order in `t`. -/
theorem log_second_order (d : ℝ) :
    Tendsto (fun t : ℝ => (Real.log (1 + t * d) - t * d) / t ^ 2) (𝓝[≠] 0)
      (𝓝 (-d ^ 2 / 2)) := by
  -- Taylor remainder of the logarithm
  have bound : ∀ x : ℝ, |x| < 1 / 2 → |Real.log (1 + x) - x + x ^ 2 / 2| ≤ 2 * |x| ^ 3 := by
    intro x hx
    have h := Real.abs_log_sub_add_sum_range_le (x := -x) (by rw [abs_neg]; linarith) 2
    have e : Real.log (1 + x) - x + x ^ 2 / 2
        = ∑ i ∈ Finset.range 2, (-x) ^ (i + 1) / ((i : ℝ) + 1) + Real.log (1 - -x) := by
      simp only [Finset.sum_range_succ, Finset.sum_range_zero, Nat.cast_zero, Nat.cast_one,
        sub_neg_eq_add]
      ring
    rw [e]
    refine h.trans ?_
    rw [abs_neg, div_le_iff₀ (by linarith)]
    have hk := mul_nonneg (pow_nonneg (abs_nonneg x) 3) (sub_nonneg.2 hx.le)
    have hid : 2 * |x| ^ 3 * (1 - |x|) - |x| ^ (2 + 1) = 2 * (|x| ^ 3 * (1 / 2 - |x|)) := by
      ring
    have hfin : 0 ≤ 2 * |x| ^ 3 * (1 - |x|) - |x| ^ (2 + 1) := by
      rw [hid]
      exact mul_nonneg (by norm_num) hk
    exact sub_nonneg.1 hfin
  have hsmall : ∀ᶠ t in 𝓝[≠] (0 : ℝ), |t * d| < 1 / 2 := by
    have hc : Continuous (fun t : ℝ => |t * d|) := by fun_prop
    have h := (hc.tendsto 0).mono_left (nhdsWithin_le_nhds (s := {0}ᶜ))
    exact h.eventually_lt_const (by norm_num)
  rw [tendsto_iff_norm_sub_tendsto_zero]
  refine squeeze_zero' (g := fun t => 2 * |d| ^ 3 * |t|)
    (Eventually.of_forall fun _ => norm_nonneg _) ?_ ?_
  · filter_upwards [hsmall, self_mem_nhdsWithin] with t h ht
    have ht0 : t ≠ 0 := ht
    have ht2 : 0 < t ^ 2 := by positivity
    have e1 : (Real.log (1 + t * d) - t * d) / t ^ 2 - -d ^ 2 / 2
        = (Real.log (1 + t * d) - t * d + (t * d) ^ 2 / 2) / t ^ 2 := by
      rw [eq_div_iff ht2.ne', sub_mul, div_mul_cancel₀ _ ht2.ne']
      ring
    rw [e1, Real.norm_eq_abs, abs_div, abs_of_pos ht2, div_le_iff₀ ht2]
    calc _ ≤ 2 * |t * d| ^ 3 := bound _ h
      _ = 2 * |d| ^ 3 * |t| * t ^ 2 := by rw [abs_mul, ← sq_abs t]; ring
  · have hc : Continuous (fun t : ℝ => 2 * |d| ^ 3 * |t|) := by fun_prop
    have h := (hc.tendsto 0).mono_left (nhdsWithin_le_nhds (s := {0}ᶜ))
    simpa using h
```

Because \(\sum_i d_i=0\), subtracting \(t\,d_i\) on every axis leaves the sum of the logarithms unchanged:

\[
\frac{L(t)}{t^2}=\frac1n\sum_i\frac{\log(1+t\,d_i)-t\,d_i}{t^2}\longrightarrow-\frac{1}{2n}\sum_i d_i^2 .
\]

Lean adds the one-axis limits with `tendsto_finsetSum`, then uses `hd` to remove the linear term.

```lean
/-- For a traceless anisotropy pattern the mean logarithm has no linear term, and its
quadratic coefficient is `-∑ dᵢ² / (2n)` for `n` axes. -/
theorem meanLog_second_order {d : ι → ℝ} (hd : ∑ i, d i = 0) :
    Tendsto (fun t => meanLog d t / t ^ 2) (𝓝[≠] 0)
      (𝓝 (-((∑ i, d i ^ 2) / (2 * (Fintype.card ι : ℝ))))) := by
  have h := (tendsto_finsetSum Finset.univ
    fun i _ => log_second_order (d i)).div_const (Fintype.card ι : ℝ)
  have hv : (∑ i, -d i ^ 2 / 2) / (Fintype.card ι : ℝ)
      = -((∑ i, d i ^ 2) / (2 * (Fintype.card ι : ℝ))) := by
    rw [← Finset.sum_div, Finset.sum_neg_distrib]
    ring
  rw [hv] at h
  refine h.congr fun t => ?_
  -- the linear terms add up to `t ∑ dᵢ = 0`
  rw [← Finset.sum_div, Finset.sum_sub_distrib, ← Finset.mul_sum, hd, mul_zero, sub_zero,
    meanLog]
  ring
```

## From the logarithm back to the mean

Suppose that \(L(t)/t^2\to c\) for some function \(L\) and real number \(c\). Then \(L(t)=t^2\cdot L(t)/t^2\to0\), so \(|L|<1\) once \(t\) is small, and there \(|\exp L-1-L|\le L^2\). Hence

\[
\left|\frac{\exp L-1-L}{t^2}\right|\le\left|\frac{L}{t^2}\right||L|\to0,
\qquad
\frac{1-\exp L}{t^2}=-\frac{L}{t^2}-\frac{\exp L-1-L}{t^2}\to -c .
\]

These are the facts `hL` and `hr` and the final subtraction in the proof.

```lean
/-- If `L(t)` is of second order in `t` with coefficient `c`, then `1 - exp L(t)` is of
second order with coefficient `-c`. -/
theorem exp_second_order {L : ℝ → ℝ} {c : ℝ}
    (h : Tendsto (fun t => L t / t ^ 2) (𝓝[≠] 0) (𝓝 c)) :
    Tendsto (fun t => (1 - Real.exp (L t)) / t ^ 2) (𝓝[≠] 0) (𝓝 (-c)) := by
  have hL : Tendsto L (𝓝[≠] 0) (𝓝 0) := by
    have hc : Continuous (fun t : ℝ => t ^ 2) := by fun_prop
    have h2 := h.mul ((hc.tendsto 0).mono_left (nhdsWithin_le_nhds (s := {0}ᶜ)))
    have hz : c * (0 : ℝ) ^ 2 = 0 := by ring
    rw [hz] at h2
    refine h2.congr' ?_
    filter_upwards [self_mem_nhdsWithin] with t ht
    exact div_mul_cancel₀ _ (pow_ne_zero 2 ht)
  -- the remainder of the exponential is of order `L²`
  have hr : Tendsto (fun t => (Real.exp (L t) - 1 - L t) / t ^ 2) (𝓝[≠] 0) (𝓝 0) := by
    have hb := h.abs.mul hL.abs
    rw [abs_zero, mul_zero] at hb
    refine squeeze_zero_norm' ?_ hb
    have hs := hL.abs
    rw [abs_zero] at hs
    filter_upwards [hs.eventually_lt_const one_pos, self_mem_nhdsWithin] with t h1 ht
    have ht0 : t ≠ 0 := ht
    have ht2 : 0 < t ^ 2 := by positivity
    rw [Real.norm_eq_abs, abs_div, abs_div, abs_of_pos ht2, div_mul_eq_mul_div,
      abs_mul_abs_self, ← pow_two]
    exact div_le_div_of_nonneg_right (Real.abs_exp_sub_one_sub_id_le h1.le) ht2.le
  have hs := h.neg.sub hr
  rw [sub_zero] at hs
  exact hs.congr fun t => by ring
```

The arithmetic mean doesn't depend on \(t\) at all:

\[
\varepsilon_A=\frac1n\sum_i e(1+t\,d_i)=e+\frac{et}{n}\sum_i d_i=e .
\]

```lean
/-- For a traceless anisotropy pattern on at least one axis, the arithmetic mean of the principal
constants is `e`. -/
theorem arithMean_principal [Nonempty ι] {d : ι → ℝ} (hd : ∑ i, d i = 0) (e t : ℝ) :
    arithMean (principal e d t) = e := by
  have hn : (Fintype.card ι : ℝ) ≠ 0 := Nat.cast_ne_zero.2 Fintype.card_ne_zero
  simp only [arithMean, principal]
  rw [← Finset.mul_sum, Finset.sum_add_distrib, ← Finset.mul_sum, hd, mul_zero, add_zero,
    Finset.sum_const, Finset.card_univ, nsmul_eq_mul, mul_one]
  exact mul_div_cancel_right₀ e hn
```

If every \(1+t\,d_i\) is positive, the product can be written as an exponential:

\[
\prod_i e(1+t\,d_i)=\exp\Big(\sum_i\big[\log e+\log(1+t\,d_i)\big]\Big)=\exp\big(n\log e+nL(t)\big).
\]

Its power \(1/n\) is \(\varepsilon_G=e\exp L(t)\). The first equality is `h1` in the proof.

```lean
/-- For positive principal constants on at least one axis, with `e > 0`, the geometric mean is `e`
times the exponential of the mean logarithm. -/
theorem geomMean_principal [Nonempty ι] {e t : ℝ} {d : ι → ℝ} (he : 0 < e)
    (h : ∀ i, 0 < 1 + t * d i) :
    geomMean (principal e d t) = e * Real.exp (meanLog d t) := by
  have hn : (Fintype.card ι : ℝ) ≠ 0 := Nat.cast_ne_zero.2 Fintype.card_ne_zero
  have h1 : ∏ i, e * (1 + t * d i)
      = Real.exp (∑ i, (Real.log e + Real.log (1 + t * d i))) := by
    rw [Real.exp_sum]
    refine Finset.prod_congr rfl fun i _ => ?_
    rw [Real.exp_add, Real.exp_log he, Real.exp_log (h i)]
  simp only [geomMean, principal]
  rw [h1, ← Real.exp_mul, Finset.sum_add_distrib, Finset.sum_const, Finset.card_univ,
    nsmul_eq_mul, add_mul, mul_one_div, mul_one_div, mul_div_cancel_left₀ _ hn,
    Real.exp_add, Real.exp_log he, meanLog]
```

The positivity used here holds for all sufficiently small \(t\). Each \(1+t\,d_i\) tends to 1, and finitely many axes share a common neighbourhood of \(t=0\).

```lean
/-- For all sufficiently small nonzero `t`, every factor `1 + t dᵢ` is positive. -/
theorem eventually_pos (d : ι → ℝ) : ∀ᶠ t in 𝓝[≠] (0 : ℝ), ∀ i, 0 < 1 + t * d i := by
  refine eventually_all.2 fun i => ?_
  have hc : Continuous (fun t : ℝ => 1 + t * d i) := by fun_prop
  have h := (hc.tendsto 0).mono_left (nhdsWithin_le_nhds (s := {0}ᶜ))
  exact h.eventually_const_lt (by norm_num)
```

## The second-order coefficient

For small nonzero \(t\) the last three results give \(\varepsilon_G/\varepsilon_A=\exp L(t)\). With \(c=-\sum_i d_i^2/(2n)\) in the exponential step,

\[
\frac{1}{t^2}\left(1-\frac{\varepsilon_G}{\varepsilon_A}\right)=\frac{1-\exp L(t)}{t^2}\longrightarrow\frac{1}{2n}\sum_i d_i^2 .
\]

The theorem states this limit for any \(e>0\) and any traceless pattern on at least one axis. For a single axis, tracelessness forces \(d=0\), and the limit is 0. The proof replaces the two means by their closed forms near \(t=0\), which is the role of `filter_upwards`.

```lean
/-- For `e > 0` and a traceless pattern `d` on `n ≥ 1` axes, the relative difference between
arithmetic-mean and geometric-mean screening is of second order in the anisotropy `t`, with
coefficient `∑ dᵢ² / (2n)`. -/
theorem screening_error [Nonempty ι] {e : ℝ} {d : ι → ℝ} (he : 0 < e) (hd : ∑ i, d i = 0) :
    Tendsto (fun t => (1 - geomMean (principal e d t) / arithMean (principal e d t)) / t ^ 2)
      (𝓝[≠] 0) (𝓝 ((∑ i, d i ^ 2) / (2 * (Fintype.card ι : ℝ)))) := by
  have h := exp_second_order (meanLog_second_order hd)
  rw [neg_neg] at h
  refine h.congr' ?_
  filter_upwards [eventually_pos d] with t ht
  rw [arithMean_principal hd, geomMean_principal he ht, mul_div_cancel_left₀ _ he.ne']
```

For three axes \(2n=6\), and the common factor \(e\) cancels from the ratio:

\[
\frac{1-\big[(1+td_1)(1+td_2)(1+td_3)\big]^{1/3}}{t^2}\longrightarrow\frac{d_1^2+d_2^2+d_3^2}{6}.
\]

Lean therefore applies the general theorem with \(e=1\) and the pattern `![d₁, d₂, d₃]`.

```lean
/-- In three dimensions, with `d₁ + d₂ + d₃ = 0`, the second-order coefficient is
`(d₁² + d₂² + d₃²) / 6`. -/
theorem screening_error_three {d₁ d₂ d₃ : ℝ} (hd : d₁ + d₂ + d₃ = 0) :
    Tendsto (fun t : ℝ =>
        (1 - ((1 + t * d₁) * (1 + t * d₂) * (1 + t * d₃)) ^ (1 / 3 : ℝ)) / t ^ 2)
      (𝓝[≠] 0) (𝓝 ((d₁ ^ 2 + d₂ ^ 2 + d₃ ^ 2) / 6)) := by
  have hs : ∑ i, ![d₁, d₂, d₃] i = 0 := by simpa [Fin.sum_univ_three] using hd
  have h := screening_error one_pos hs
  have hv : (∑ i, ![d₁, d₂, d₃] i ^ 2) / (2 * (Fintype.card (Fin 3) : ℝ))
      = (d₁ ^ 2 + d₂ ^ 2 + d₃ ^ 2) / 6 := by
    simp only [Fin.sum_univ_three, Fintype.card_fin, Matrix.cons_val]
    norm_num
  rw [hv] at h
  refine h.congr fun t => ?_
  rw [arithMean_principal hs]
  simp [geomMean, principal, Fin.prod_univ_three]
```

Without a condition on the sum of the \(d_i\), this formula fails. Take \(d_1=d_2=d_3=1\). For small \(t\) the cube root is \(1+t\), and the quotient is \(-1/t\), which has no finite limit. The medium is then isotropic and its two means agree, so the ratio form of the theorem breaks as well: its left side tends to 0, while the coefficient would be \(1/2\).

## The effect on a screened energy

Let an energy be \(K/\varepsilon\), with the same nonzero prefactor \(K\) for both scalars. Its value with \(\varepsilon_G\), relative to its value with \(\varepsilon_A\), differs from 1 by

\[
\frac{\varepsilon_A}{\varepsilon_G}-1=\exp(-L(t))-1 .
\]

Since \(-L(t)/t^2\to\sum_i d_i^2/(2n)\), the exponential step applied to \(-L\), followed by a change of sign, gives

\[
\frac{1}{t^2}\left(\frac{\varepsilon_A}{\varepsilon_G}-1\right)\longrightarrow\frac{1}{2n}\sum_i d_i^2 .
\]

```lean
/-- For `e > 0` and a traceless pattern `d` on `n ≥ 1` axes, the ratio of the arithmetic to the
geometric mean, minus 1, divided by `t²`, tends to `∑ dᵢ² / (2n)` as `t` tends to 0 through nonzero
values. -/
theorem inverse_screening_error [Nonempty ι] {e : ℝ} {d : ι → ℝ} (he : 0 < e)
    (hd : ∑ i, d i = 0) :
    Tendsto (fun t => (arithMean (principal e d t) / geomMean (principal e d t) - 1) / t ^ 2)
      (𝓝[≠] 0) (𝓝 ((∑ i, d i ^ 2) / (2 * (Fintype.card ι : ℝ)))) := by
  have h0 := (meanLog_second_order hd).neg
  rw [neg_neg] at h0
  have h := (exp_second_order (L := fun t => -meanLog d t)
    (h0.congr fun t => by ring)).neg
  rw [neg_neg] at h
  refine h.congr' ?_
  filter_upwards [eventually_pos d] with t ht
  have hq : e / (e * Real.exp (meanLog d t)) = Real.exp (-meanLog d t) := by
    rw [Real.exp_neg, div_mul_eq_div_div, div_self he.ne', one_div]
  rw [arithMean_principal hd, geomMean_principal he ht, hq]
  ring
```

For charged-defect supercells, this coefficient times \(t^2\) is the leading relative change in a finite-size correction proportional to \(1/\varepsilon\) when the geometric mean replaces the arithmetic one, in a homogeneous linear medium and with the geometric prefactor held fixed. In a real supercell that last condition need not hold. The rescaling that produces \(\varepsilon_G\) distorts the periodic cell, so its Madelung constant depends on \(t\) too, and in a non-cubic cell that dependence may already begin at first order.

## The sign at finite anisotropy

The order of the two means needs no limit. Let \(t\ne0\), let some \(d_j\ne0\), and let all \(1+t\,d_i\) be positive. Since \(\log(1+x)\le x\) for \(x>-1\), strictly when \(x\neq0\),

\[
nL(t)=\sum_i\log(1+t\,d_i)<t\sum_i d_i=0,
\]

and so \(\varepsilon_G=e\exp L(t)<e=\varepsilon_A\). The arithmetic mean thus overstates the screening relative to the geometric one. In Lean, `Finset.sum_lt_sum` combines the weak inequality on every axis with the strict one on axis \(j\).

```lean
/-- At any nonzero anisotropy `t` with a nonzero traceless pattern, `e > 0` and all principal
constants positive, the geometric mean lies strictly below the arithmetic mean. -/
theorem geomMean_lt_arithMean [Nonempty ι] {e t : ℝ} {d : ι → ℝ} (he : 0 < e)
    (hd : ∑ i, d i = 0) (hpos : ∀ i, 0 < 1 + t * d i) (ht : t ≠ 0) (hne : ∃ j, d j ≠ 0) :
    geomMean (principal e d t) < arithMean (principal e d t) := by
  obtain ⟨j, hj⟩ := hne
  have hn : (0 : ℝ) < Fintype.card ι := Nat.cast_pos.2 Fintype.card_pos
  -- `log (1 + x) ≤ x`, strictly on the axis `j`
  have hsum : ∑ i, Real.log (1 + t * d i) < ∑ i, t * d i := by
    refine Finset.sum_lt_sum (fun i _ => ?_) ⟨j, Finset.mem_univ j, ?_⟩
    · linarith [Real.log_le_sub_one_of_pos (hpos i)]
    · have hx : 1 + t * d j ≠ 1 := fun h => mul_ne_zero ht hj (by linarith)
      linarith [Real.log_lt_sub_one_of_pos (hpos j) hx]
  rw [← Finset.mul_sum, hd, mul_zero] at hsum
  have hL : meanLog d t < 0 := div_neg_of_neg_of_pos hsum hn
  rw [arithMean_principal hd, geomMean_principal he hpos]
  exact mul_lt_of_lt_one_right he (Real.exp_lt_one_iff.2 hL)

end

end WeakDielectricAnisotropy
```

```lean
#print axioms WeakDielectricAnisotropy.screening_error_three
-- 'WeakDielectricAnisotropy.screening_error_three' depends on axioms: [propext, Classical.choice, Quot.sound]
#print axioms WeakDielectricAnisotropy.inverse_screening_error
-- 'WeakDielectricAnisotropy.inverse_screening_error' depends on axioms: [propext, Classical.choice, Quot.sound]
#print axioms WeakDielectricAnisotropy.geomMean_lt_arithMean
-- 'WeakDielectricAnisotropy.geomMean_lt_arithMean' depends on axioms: [propext, Classical.choice, Quot.sound]
```
